# A Sufficient Condition for Linearised SCF Convergence with a Perturbed Iteration Operator

Near a self-consistent solution we model one SCF step by an affine map $x\mapsto Ax+b$, where $A$ is a bounded linear operator on a Banach space and $b$ is a fixed vector. We write $A=B+D$: $B$ is the iteration operator obtained with the exact response kernel, and $D$ is the change caused by an approximate one. All that is known about $D$ is a bound on its norm, $\|D\|\le d$.

The ideal scheme enters through the assumption
$$\|B^n\|\le Cq^n\qquad(n\ge 0).$$
Here $q$ is the factor by which the bound changes per step, and $C$ allows for transient growth, which can be large when $B$ is far from normal. The claim is that
$$\|(B+D)^n\|\le C\,r^n,\qquad r=q+Cd,$$
so that the perturbed iteration converges whenever $r<1$. For a linearised SCF scheme with a fixed iteration operator, this gives a tolerance for the change $D$ that an approximate response kernel causes in that operator.

## Splitting off one step at a time

We prove the stronger bound $\|B^m(B+D)^n\|\le Cq^m r^n$ for all $m$, by induction on $n$. For $n=0$ it is the assumption on $B$. For the next step, write
$$B^m(B+D)^{n+1}=B^{m+1}(B+D)^n+B^mD(B+D)^n.$$
The induction hypothesis, used with $m+1$ in the first term and with $m=0$ for the last factor of the second, gives
$$Cq^{m+1}r^n+Cq^m\,d\,Cr^n=Cq^m r^n(q+Cd)=Cq^m r^{n+1}.$$
Setting $m=0$ proves the claim.

The deviation from the ideal powers splits in the same way:
$$B^m\big((B+D)^{n+1}-B^{n+1}\big)=B^{m+1}\big((B+D)^n-B^n\big)+B^mD(B+D)^n.$$
By the induction hypothesis, used with $m+1$, the first term on the right has norm at most $Cq^{m+1}(r^n-q^n)$, so the sum is at most
$$Cq^m\big(qr^n-q^{n+1}+Cd\,r^n\big)=Cq^m(r^{n+1}-q^{n+1}).$$
Hence $\|(B+D)^n-B^n\|\le C(r^n-q^n)$.

For the iteration itself, let $x_n$ and $y_n$ be two trajectories. The constant $b$ cancels in their difference, so $x_n-y_n=A^n(x_0-y_0)$. Taking $y_0=x_1$ gives $\|x_n-x_{n+1}\|\le Cr^n\|x_0-x_1\|$. If $r<1$, the iterates are Cauchy and have a limit $x_*$, which is a fixed point because the map is continuous. Taking $y_0=x_*$ gives
$$\|x_n-x_*\|\le Cr^n\|x_0-x_*\|$$
for every start $x_0$. A second fixed point would be a constant trajectory that converges to $x_*$, so it equals $x_*$.

## A two-by-two instance

Let
$$B=\begin{pmatrix}0&K\\0&0\end{pmatrix},\qquad D=\begin{pmatrix}0&0\\0.1&0\end{pmatrix},$$
with the Euclidean operator norm, so that $\|B\|=|K|$, $B^2=0$ and $d=0.1$. Choose $q=0.5$.

For $K=1$ the assumption holds with $C=2$, and $r=0.5+0.2=0.7$. After ten steps the bound is $2\cdot0.7^{10}\approx0.056$. The true value is much smaller: $(B+D)^2=0.1\cdot I$, so the tenth power has norm $10^{-5}$.

For $K=10$ we need $C=20$, and $r=2.5$. Now $(B+D)^2=I$, and with $b=0$ the start $(1,0)$ alternates between two vectors for ever. Yet $q+d=0.6$, so a criterion without the factor $C$ would have predicted convergence.

## The power bounds in a normed ring

The bounds on powers need only a ring with a submultiplicative norm, so `B` and `D` are first elements of an arbitrary `NormedRing`.

In Lean 4 with Mathlib:

```lean
import Mathlib

open Filter Topology

namespace PerturbedIteration

section Powers

variable {R : Type*} [NormedRing R] {B D : R} {C q d : ℝ}
```

The first lemma bounds a product with one insertion of the error. The upper bounds `a` and `d` are nonnegative because they dominate norms.

```lean
/-- A product with one insertion of the error `D` is bounded by the product of the
bounds of its three factors. -/
theorem norm_insertion_le {X Y : R} {a b : ℝ} (hX : ‖X‖ ≤ a) (hD : ‖D‖ ≤ d)
    (hY : ‖Y‖ ≤ b) : ‖X * D * Y‖ ≤ a * d * b := by
  have ha : 0 ≤ a := (norm_nonneg X).trans hX
  have hd : 0 ≤ d := (norm_nonneg D).trans hD
  have hXD : ‖X * D‖ ≤ a * d :=
    (norm_mul_le _ _).trans (mul_le_mul hX hD (norm_nonneg _) ha)
  exact (norm_mul_le _ _).trans (mul_le_mul hXD hY (norm_nonneg _) (mul_nonneg ha hd))
```

The next theorem is the strengthened induction. The phrase `generalizing m` makes the hypothesis available at both $m+1$ and $0$, `split` is the identity above, and the final `ring` collects the factor $q+Cd$.

```lean
/-- Bound for `n` perturbed iteration steps followed by `m` unperturbed ones. -/
theorem norm_pow_mul_add_pow_le (hB : ∀ n : ℕ, ‖B ^ n‖ ≤ C * q ^ n)
    (hD : ‖D‖ ≤ d) (m n : ℕ) :
    ‖B ^ m * (B + D) ^ n‖ ≤ C * q ^ m * (q + C * d) ^ n := by
  induction n generalizing m with
  | zero => simpa using hB m
  | succ n ih =>
    have h0 : ‖(B + D) ^ n‖ ≤ C * (q + C * d) ^ n := by simpa using ih 0
    -- split off one perturbed step into its ideal part and its error
    have split : B ^ m * (B + D) ^ (n + 1)
        = B ^ (m + 1) * (B + D) ^ n + B ^ m * D * (B + D) ^ n := by
      rw [pow_succ' (B + D) n, pow_succ B m]
      simp only [mul_add, add_mul, mul_assoc]
    calc ‖B ^ m * (B + D) ^ (n + 1)‖
        ≤ ‖B ^ (m + 1) * (B + D) ^ n‖ + ‖B ^ m * D * (B + D) ^ n‖ := by
          rw [split]; exact norm_add_le _ _
      _ ≤ C * q ^ (m + 1) * (q + C * d) ^ n + C * q ^ m * d * (C * (q + C * d) ^ n) :=
          add_le_add (ih (m + 1)) (norm_insertion_le (hB m) hD h0)
      _ = C * q ^ m * (q + C * d) ^ (n + 1) := by ring
```

The case $m=0$ is the main estimate. It does not assume $C\ge1$: the hypothesis at $n=0$ already says $\|1\|\le C$.

```lean
/-- If the powers of `B` are bounded by `C q ^ n` and the error `D` has norm at most `d`,
then the powers of `B + D` are bounded by `C (q + C d) ^ n`. -/
theorem norm_add_pow_le (hB : ∀ n : ℕ, ‖B ^ n‖ ≤ C * q ^ n)
    (hD : ‖D‖ ≤ d) (n : ℕ) : ‖(B + D) ^ n‖ ≤ C * (q + C * d) ^ n := by
  simpa using norm_pow_mul_add_pow_le hB hD 0 n
```

For the deviation, `key` carries the extra factor $B^m$ through the induction, and the last line again sets $m=0$.

```lean
/-- If the powers of `B` are bounded by `C q ^ n` and `D` has norm at most `d`, then the difference
`(B + D) ^ n - B ^ n` has norm at most `C ((q + C d) ^ n - q ^ n)`. -/
theorem norm_add_pow_sub_pow_le (hB : ∀ n : ℕ, ‖B ^ n‖ ≤ C * q ^ n)
    (hD : ‖D‖ ≤ d) (n : ℕ) :
    ‖(B + D) ^ n - B ^ n‖ ≤ C * ((q + C * d) ^ n - q ^ n) := by
  have key : ∀ n m : ℕ, ‖B ^ m * ((B + D) ^ n - B ^ n)‖
      ≤ C * q ^ m * ((q + C * d) ^ n - q ^ n) := by
    intro n
    induction n with
    | zero => intro m; simp
    | succ n ih =>
      intro m
      have split : B ^ m * ((B + D) ^ (n + 1) - B ^ (n + 1))
          = B ^ (m + 1) * ((B + D) ^ n - B ^ n) + B ^ m * D * (B + D) ^ n := by
        rw [pow_succ' (B + D) n, pow_succ' B n, pow_succ B m]
        simp only [mul_add, add_mul, mul_sub, mul_assoc]
        abel
      rw [split]
      refine (norm_add_le _ _).trans ((add_le_add (ih (m + 1))
        (norm_insertion_le (hB m) hD (norm_add_pow_le hB hD n))).trans (le_of_eq ?_))
      ring
  simpa using key n 0

end Powers
```

## The affine iteration on a Banach space

The type `E →L[𝕜] E` consists of the continuous linear operators on `E` with the operator norm. The scalars `𝕜` may be real or complex. The definition `scfStep` is the affine update.

```lean
section SCF

variable {𝕜 E : Type*} [NontriviallyNormedField 𝕜] [NormedAddCommGroup E]
  [NormedSpace 𝕜 E]

/-- One step of the linearised SCF iteration with iteration operator `A` and constant
term `b`. -/
def scfStep (A : E →L[𝕜] E) (b x : E) : E := A x + b
```

The notation `f^[n]` means $n$ applications of `f`. The following lemma is the cancellation of $b$, by induction on the number of steps.

```lean
/-- The difference of two SCF trajectories is propagated by the powers of the iteration
operator. -/
theorem scf_iterate_sub (A : E →L[𝕜] E) (b x y : E) (n : ℕ) :
    (scfStep A b)^[n] x - (scfStep A b)^[n] y = (A ^ n) (x - y) := by
  induction n with
  | zero => simp
  | succ n ih =>
    have hA : (A ^ (n + 1)) (x - y) = A ((A ^ n) (x - y)) := by
      rw [pow_succ']; rfl
    rw [hA, ← ih, map_sub, Function.iterate_succ_apply', Function.iterate_succ_apply']
    simp only [scfStep, add_sub_add_right_eq_sub]
```

The convergence theorem adds the assumptions that `E` is complete, $q\ge0$ and $q+Cd<1$. It yields a fixed point `xs`, its uniqueness, and, for every start `x₀`, the error bound and convergence.

In the proof, `contr` combines the trajectory lemma with the main estimate. `hc` shows that the trajectory from $0$ is Cauchy, `hfix` identifies its limit as a fixed point, and `bound` compares any trajectory with that point.

The power bound on `B` is assumed, not derived from a particular functional or mixing scheme. Nonlinear terms and updates whose operator changes from step to step, as in Anderson mixing, are not covered. Nor does the theorem compare `xs` with the fixed point of the ideal map.

```lean
/-- Let the space be complete, let the powers of `B` be bounded by `C q ^ n` with `q ≥ 0`, and let
`D` have norm at most `d`. If `q + C d < 1`, the linearised SCF iteration with the perturbed
operator `B + D` has exactly one fixed point, and from every starting point it converges there with
error at most `C (q + C d) ^ n` times the initial error. -/
theorem perturbed_scf_converges [CompleteSpace E] {B D : E →L[𝕜] E} {C q d : ℝ}
    (hq : 0 ≤ q) (hB : ∀ n : ℕ, ‖B ^ n‖ ≤ C * q ^ n) (hD : ‖D‖ ≤ d)
    (hr : q + C * d < 1) (b : E) :
    ∃ xs : E, scfStep (B + D) b xs = xs ∧
      (∀ y, scfStep (B + D) b y = y → y = xs) ∧
      ∀ x₀ : E, (∀ n : ℕ, ‖(scfStep (B + D) b)^[n] x₀ - xs‖
          ≤ C * (q + C * d) ^ n * ‖x₀ - xs‖) ∧
        Tendsto (fun n : ℕ => (scfStep (B + D) b)^[n] x₀) atTop (𝓝 xs) := by
  have hC : 0 ≤ C := by
    have h := (norm_nonneg _).trans (hB 0)
    simpa using h
  have hr0 : 0 ≤ q + C * d :=
    add_nonneg hq (mul_nonneg hC ((norm_nonneg D).trans hD))
  have contr : ∀ (x y : E) (n : ℕ),
      ‖(scfStep (B + D) b)^[n] x - (scfStep (B + D) b)^[n] y‖
        ≤ C * (q + C * d) ^ n * ‖x - y‖ := by
    intro x y n
    rw [scf_iterate_sub]
    exact (((B + D) ^ n).le_opNorm _).trans
      (mul_le_mul_of_nonneg_right (norm_add_pow_le hB hD n) (norm_nonneg _))
  -- successive iterates approach each other geometrically, so a limit exists
  have hc : CauchySeq (fun n : ℕ => (scfStep (B + D) b)^[n] 0) := by
    refine cauchySeq_of_le_geometric (q + C * d)
      (C * ‖0 - scfStep (B + D) b 0‖) hr (fun n => ?_)
    have h := contr 0 (scfStep (B + D) b 0) n
    rw [dist_eq_norm, Function.iterate_succ_apply]
    exact h.trans (le_of_eq (by ring))
  obtain ⟨xs, hxs⟩ := cauchySeq_tendsto_of_complete hc
  have hcont : Continuous (scfStep (B + D) b) :=
    (B + D).continuous.add continuous_const
  have hfix : scfStep (B + D) b xs = xs :=
    isFixedPt_of_tendsto_iterate hxs hcont.continuousAt
  have bound : ∀ (x₀ : E) (n : ℕ), ‖(scfStep (B + D) b)^[n] x₀ - xs‖
      ≤ C * (q + C * d) ^ n * ‖x₀ - xs‖ := by
    intro x₀ n
    have h := contr x₀ xs n
    rwa [Function.iterate_fixed hfix] at h
  have conv : ∀ x₀ : E,
      Tendsto (fun n : ℕ => (scfStep (B + D) b)^[n] x₀) atTop (𝓝 xs) := by
    intro x₀
    have h := ((tendsto_pow_atTop_nhds_zero_of_lt_one hr0 hr).const_mul C).mul_const
      ‖x₀ - xs‖
    rw [mul_zero, zero_mul] at h
    exact tendsto_iff_norm_sub_tendsto_zero.2
      (squeeze_zero (fun _ => norm_nonneg _) (bound x₀) h)
  refine ⟨xs, hfix, fun y hy => ?_, fun x₀ => ⟨bound x₀, conv x₀⟩⟩
  -- a second fixed point would be a constant trajectory
  have h := conv y
  simp only [Function.iterate_fixed hy] at h
  exact tendsto_nhds_unique tendsto_const_nhds h

end SCF
```

## A small error next to a large off-diagonal entry

The last theorem treats the matrix pair of the example for any nonzero real $K$, with error entry $1/K$. It states two matrix identities: the ideal matrix squares to zero, and the perturbed one squares to the identity. The powers of the perturbed matrix therefore do not tend to zero, and the larger $|K|$ is, the smaller in magnitude is the error entry $1/K$ that has this effect. The proof checks the four entries of each identity.

```lean
/-- For `K ≠ 0`, the 2 × 2 matrix whose only nonzero entry is `K` in the upper right corner squares
to zero, but adding the entry `1 / K` in the lower left corner gives a matrix that squares to the
identity. -/
theorem small_error_destroys_convergence {K : ℝ} (hK : K ≠ 0) :
    (!![0, K; 0, 0] : Matrix (Fin 2) (Fin 2) ℝ) ^ 2 = 0 ∧
      ((!![0, K; 0, 0] : Matrix (Fin 2) (Fin 2) ℝ) + !![0, 0; K⁻¹, 0]) ^ 2 = 1 := by
  constructor <;> ext i j <;> fin_cases i <;> fin_cases j <;>
    simp [pow_two, Matrix.mul_apply, Fin.sum_univ_succ, hK]

end PerturbedIteration
```

```lean
#print axioms PerturbedIteration.norm_add_pow_sub_pow_le
#print axioms PerturbedIteration.perturbed_scf_converges
#print axioms PerturbedIteration.small_error_destroys_convergence
```

```
'PerturbedIteration.norm_add_pow_sub_pow_le' depends on axioms: [propext, Classical.choice, Quot.sound]
'PerturbedIteration.perturbed_scf_converges' depends on axioms: [propext, Classical.choice, Quot.sound]
'PerturbedIteration.small_error_destroys_convergence' depends on axioms: [propext, Classical.choice, Quot.sound]
```
